# The reference energy of enveloping distribution sampling never decreases with the smoothness parameter and tends to the lowest state energy

Take \(M\ge 1\) states with real energies \(E_1,\dots,E_M\) at one configuration, an inverse temperature \(\beta>0\) and a smoothness parameter \(s>0\). The reference energy

\[
R(s)=-\frac{1}{\beta s}\ln\sum_{i=1}^{M}e^{-\beta sE_i}
\]

is nondecreasing in \(s\), satisfies

\[
\min_i E_i-\frac{\ln M}{\beta s}\;\le\;R(s)\;\le\;\min_i E_i ,
\]

and tends to \(\min_i E_i\) as \(s\to\infty\).

## One simulation for several end states

A free-energy difference between two solutes in the same solvent, or between two protonation states, compares systems with different potential energy functions. Free-energy perturbation samples one system and reweights to another, which converges poorly when the two favour different configurations. Enveloping distribution sampling simulates an artificial reference system. Its parameters, \(s\) and an energy offset for each state, are to be chosen so that the important configurations of all the end states have a low reference energy. A "state" here is such an end state, with its own energy function, and not a microstate.

If the simulation samples the density proportional to \(e^{-\beta R}\), the configurational free energy of state \(i\) relative to the reference is

\[
F_i-F_R=-\frac1\beta\ln\left\langle e^{-\beta(E_i-R)}\right\rangle_R ,
\]

where \(\langle\cdot\rangle_R\) is the average over that density. Since \(R\le E_i\), the quantity being averaged never exceeds one.

The parameter \(s\) controls how far the reference energy dips below the lowest state energy. For two states that are equal in energy at some configuration, the dip there is \(\ln 2/(\beta s)\): about \(0.69\,k_BT\) at \(s=1\) and \(6.9\,k_BT\) at \(s=0.1\). Despite its name, a larger smoothness parameter gives a less smooth reference surface, closer to the lower envelope of the state energies. For simulations with finitely many end states, the two bounds limit the distance from that envelope at each configuration.

## What the Lean statement says

The states are the elements of a finite type `ι`. The condition `[Nonempty ι]` means \(M\ge1\), and `Fintype.card ι` is \(M\). In the main theorem the energies form a function `E : ι → ℝ`, the values of all the state energies at one configuration. The literature often writes \(V_i\) for the potential energies and subtracts an offset from each; here \(E_i\) is the energy after that subtraction, so the minimum is also taken over shifted energies. The free energy \(F_i\) above likewise belongs to the shifted energy, and adding the offset back gives the free energy for \(V_i\).

`refEnergy β E s` is \(R(s)\), and `minEnergy E` is the smallest of the finitely many energies. The hypothesis `0 < β` stands for a positive temperature, with \(\beta=1/(k_BT)\) in units inverse to those of the energies; \(s\) is dimensionless.

The theorem `refEnergy_envelope` has three parts:

- `MonotoneOn (refEnergy β E) (Set.Ioi 0)` says that \(R(s)\le R(t)\) whenever \(0<s\le t\).
- The middle part gives the two bounds for every \(s>0\).
- `Tendsto (refEnergy β E) atTop (𝓝 (minEnergy E))` is the limit \(s\to\infty\).

For \(M=1\) the logarithm of \(M\) vanishes, the bounds coincide, and \(R(s)\) is the single energy for every \(s>0\).

Three further theorems complete the picture. With at least two states, expressed by `[Nontrivial ι]`, \(R(s)\) lies strictly below every \(E_i\). If all the energies are equal, the lower bound is attained. The last theorem, `hasDerivAt_refEnergy`, lets the energies depend on one real coordinate \(x\), with any other coordinates held fixed, and gives the slope of \(R\). It assumes that every state energy is differentiable at the point in question, so that each state has a well-defined force there.

The step from these statements to a computed free energy is the sampling: nothing in the hypotheses guarantees that a finite trajectory visits the important configurations of every state.

## The two bounds

Write \(Z(s)=\sum_i e^{-\beta sE_i}\), which is positive. Multiplying the definition of \(R\) by \(-\beta s\) gives \(-\beta sR(s)=\ln Z(s)\), hence

\[
e^{-\beta sR(s)}=\sum_i e^{-\beta sE_i}. \tag{1}
\]

At \(s=1\) the Boltzmann factor of the reference is therefore the sum of those of the states. For other \(s\), identity (1) concerns the inverse temperature \(\beta s\), while the simulation still runs at \(\beta\).

All terms of the sum are positive, so any one of them is at most the whole:

\[
e^{-\beta sE_i}\le e^{-\beta sR(s)} .
\]

The exponential is increasing, so \(-\beta sE_i\le-\beta sR(s)\). Dividing by \(-\beta s<0\) gives \(R(s)\le E_i\). This holds for every \(i\), so \(R(s)\le\min_iE_i\). With a second state present, the sum contains another positive term and the inequality \(R(s)<E_i\) is strict.

For the lower bound, write \(E_{\min}=\min_iE_i\). Each term is at most \(e^{-\beta sE_{\min}}\), and there are \(M\) terms:

\[
e^{-\beta sR(s)}\le M e^{-\beta sE_{\min}}=e^{\ln M-\beta sE_{\min}} .
\]

Comparing exponents gives \(-\beta sR(s)\le\ln M-\beta sE_{\min}\), which is

\[
R(s)\ge E_{\min}-\frac{\ln M}{\beta s}.
\]

If every energy equals \(e\), then \(Z(s)=Me^{-\beta se}\) and \(R(s)=e-\ln M/(\beta s)\), so the bound is attained.

## Monotonicity and the limit

Let \(0<s\le t\). Split each Boltzmann factor at \(t\) and use \(E_i\ge R(s)\) in the second factor, where \(\beta(t-s)\ge0\):

\[
e^{-\beta tE_i}=e^{-\beta sE_i}\,e^{-\beta(t-s)E_i}\le e^{-\beta sE_i}\,e^{-\beta(t-s)R(s)} .
\]

Sum over \(i\) and apply (1) at \(t\) on the left and at \(s\) on the right:

\[
e^{-\beta tR(t)}\le e^{-\beta sR(s)}\,e^{-\beta(t-s)R(s)}=e^{-\beta tR(s)} .
\]

Comparing exponents and dividing by \(-\beta t\) yields \(R(s)\le R(t)\).

As \(s\to\infty\), the gap \(\ln M/(\beta s)\) tends to zero. Both bounds then tend to \(E_{\min}\), and so does \(R(s)\).

**A strict version.** The same argument gives \(R(s)<R(t)\) for \(0<s<t\) when \(M\ge2\). In that case \(E_i>R(s)\) and \(\beta(t-s)>0\), so every termwise inequality above is strict. The Lean code stops at the nondecreasing version.

## The force on the reference system

Let the energies depend on a coordinate \(x\), with slopes \(E_i'(x)\). At fixed \(s\), the chain rule gives

\[
\frac{dR}{dx}=-\frac1{\beta s}\,\frac{\sum_i e^{-\beta sE_i}(-\beta sE_i')}{\sum_j e^{-\beta sE_j}}
=\sum_i w_iE_i',\qquad
w_i=\frac{e^{-\beta sE_i}}{\sum_j e^{-\beta sE_j}} .
\]

The weights \(w_i\), called `stateWeight` in Lean, are positive and add up to one. With a minus sign on both sides, the force on the reference system is the weighted average of the forces of the states. Constant offsets leave the individual forces unchanged, but offsets that differ between states do affect the weights.

## The Lean file

```lean
import Mathlib

open Filter Topology

namespace EnvelopingDistributionSampling

noncomputable section

variable {ι : Type*} [Fintype ι] {β s t : ℝ}

/-- The reference energy `R(s) = -(1/(β s)) ln ∑ exp(-β s E_i)` of a nonempty finite family of
states with energies `E_i`, for nonzero inverse temperature `β` and smoothness `s`. -/
def refEnergy (β : ℝ) (E : ι → ℝ) (s : ℝ) : ℝ :=
  -(1 / (β * s)) * Real.log (∑ i, Real.exp (-(β * s * E i)))

/-- The lowest of the state energies. -/
def minEnergy [Nonempty ι] (E : ι → ℝ) : ℝ :=
  Finset.univ.inf' Finset.univ_nonempty E

/-- The weight `exp(-β s E_i) / ∑ exp(-β s E_j)` of state `i` in a nonempty finite family. -/
def stateWeight (β : ℝ) (E : ι → ℝ) (s : ℝ) (i : ι) : ℝ :=
  Real.exp (-(β * s * E i)) / ∑ j, Real.exp (-(β * s * E j))

/-- For `β, s > 0` and at least one state, the Boltzmann factor of the reference energy at inverse
temperature `β s` is the sum of the Boltzmann factors of the states. -/
theorem exp_refEnergy [Nonempty ι] (hβ : 0 < β) (hs : 0 < s) (E : ι → ℝ) :
    Real.exp (-(β * s * refEnergy β E s)) = ∑ i, Real.exp (-(β * s * E i)) := by
  have hZ : 0 < ∑ i, Real.exp (-(β * s * E i)) :=
    Finset.sum_pos (fun i _ => Real.exp_pos _) Finset.univ_nonempty
  have h0 : β * s * (1 / (β * s)) = 1 := mul_one_div_cancel (mul_pos hβ hs).ne'
  have h : -(β * s * refEnergy β E s) = Real.log (∑ i, Real.exp (-(β * s * E i))) := by
    unfold refEnergy
    linear_combination Real.log (∑ i, Real.exp (-(β * s * E i))) * h0
  rw [h, Real.exp_log hZ]

/-- For `β, s > 0`, the reference energy lies at or below the energy of every state. -/
theorem refEnergy_le [Nonempty ι] (hβ : 0 < β) (hs : 0 < s) (E : ι → ℝ) (i : ι) :
    refEnergy β E s ≤ E i := by
  -- one Boltzmann factor is at most the whole sum
  have h : Real.exp (-(β * s * E i)) ≤ ∑ j, Real.exp (-(β * s * E j)) :=
    Finset.single_le_sum (f := fun j => Real.exp (-(β * s * E j)))
      (fun j _ => (Real.exp_pos _).le) (Finset.mem_univ i)
  rw [← exp_refEnergy hβ hs E] at h
  have h' := Real.exp_le_exp.mp h
  exact le_of_mul_le_mul_left (by linarith) (mul_pos hβ hs)

/-- For `β, s > 0`, the reference energy lies below the minimum energy by at most
`ln M / (β s)`, where `M` is the number of states. -/
theorem le_refEnergy [Nonempty ι] (hβ : 0 < β) (hs : 0 < s) (E : ι → ℝ) :
    minEnergy E - Real.log (Fintype.card ι) / (β * s) ≤ refEnergy β E s := by
  have hp := mul_pos hβ hs
  have hM : (0 : ℝ) < Fintype.card ι := by exact_mod_cast Fintype.card_pos
  have h0 : β * s * (1 / (β * s)) = 1 := mul_one_div_cancel hp.ne'
  -- every Boltzmann factor is at most that of the minimum
  have h : ∑ i, Real.exp (-(β * s * E i)) ≤
      Real.exp (Real.log (Fintype.card ι) + -(β * s * minEnergy E)) := by
    calc ∑ i, Real.exp (-(β * s * E i))
        ≤ ∑ _i : ι, Real.exp (-(β * s * minEnergy E)) :=
          Finset.sum_le_sum fun i _ => Real.exp_le_exp.mpr (by
            have hi : minEnergy E ≤ E i := Finset.inf'_le E (Finset.mem_univ i)
            have := mul_le_mul_of_nonneg_left hi hp.le
            linarith)
      _ = _ := by
          rw [Finset.sum_const, Finset.card_univ, nsmul_eq_mul, Real.exp_add, Real.exp_log hM]
  rw [← exp_refEnergy hβ hs E] at h
  have h' := Real.exp_le_exp.mp h
  have e : β * s * (Real.log (Fintype.card ι) / (β * s)) = Real.log (Fintype.card ι) := by
    linear_combination Real.log (Fintype.card ι) * h0
  exact le_of_mul_le_mul_left (by rw [mul_sub, e]; linarith) hp

/-- For `β > 0`, the reference energy does not decrease when the positive smoothness parameter
is raised. -/
theorem refEnergy_mono [Nonempty ι] (hβ : 0 < β) (hs : 0 < s) (hst : s ≤ t) (E : ι → ℝ) :
    refEnergy β E s ≤ refEnergy β E t := by
  have ht : 0 < t := hs.trans_le hst
  have key : Real.exp (-(β * t * refEnergy β E t)) ≤
      Real.exp (-(β * t * refEnergy β E s)) := by
    rw [exp_refEnergy hβ ht E]
    -- split off the extra factor exp(-β (t - s) E_i) and bound it using R(s) ≤ E_i
    calc ∑ i, Real.exp (-(β * t * E i))
        ≤ ∑ i, Real.exp (-(β * s * E i)) * Real.exp (-(β * (t - s) * refEnergy β E s)) :=
          Finset.sum_le_sum fun i _ => by
            rw [← Real.exp_add]
            apply Real.exp_le_exp.mpr
            have := mul_le_mul_of_nonneg_left (refEnergy_le hβ hs E i)
              (mul_nonneg hβ.le (sub_nonneg.mpr hst))
            linarith
      _ = Real.exp (-(β * t * refEnergy β E s)) := by
          rw [← Finset.sum_mul, ← exp_refEnergy hβ hs E, ← Real.exp_add]
          congr 1
          ring
  have h' := Real.exp_le_exp.mp key
  exact le_of_mul_le_mul_left (by linarith) (mul_pos hβ ht)

/-- Enveloping distribution sampling: for `β > 0` and `M ≥ 1` states, the reference energy is
nondecreasing in `s > 0`, lies between `min E - ln M / (β s)` and `min E`, and tends to `min E`
as `s` grows. -/
theorem refEnergy_envelope [Nonempty ι] (hβ : 0 < β) (E : ι → ℝ) :
    MonotoneOn (refEnergy β E) (Set.Ioi 0) ∧
    (∀ s, 0 < s → minEnergy E - Real.log (Fintype.card ι) / (β * s) ≤ refEnergy β E s ∧
      refEnergy β E s ≤ minEnergy E) ∧
    Tendsto (refEnergy β E) atTop (𝓝 (minEnergy E)) := by
  have hup : ∀ s, 0 < s → refEnergy β E s ≤ minEnergy E := fun s hs =>
    Finset.le_inf' _ _ fun i _ => refEnergy_le hβ hs E i
  refine ⟨fun s hs t _ hst => refEnergy_mono hβ hs hst E,
    fun s hs => ⟨le_refEnergy hβ hs E, hup s hs⟩, ?_⟩
  -- the gap ln M / (β s) closes, so R is squeezed onto the minimum
  have h : Tendsto (fun s : ℝ => Real.log (Fintype.card ι) / (β * s)) atTop (𝓝 0) :=
    tendsto_const_nhds.div_atTop (tendsto_id.const_mul_atTop hβ)
  have hlow := (tendsto_const_nhds (x := minEnergy E)).sub h
  rw [sub_zero] at hlow
  exact tendsto_of_tendsto_of_tendsto_of_le_of_le' hlow tendsto_const_nhds
    ((eventually_gt_atTop 0).mono fun s hs => le_refEnergy hβ hs E)
    ((eventually_gt_atTop 0).mono fun s hs => hup s hs)

/-- With at least two states and `β, s > 0`, the reference energy lies strictly below the
energy of every state. -/
theorem refEnergy_lt [Nontrivial ι] (hβ : 0 < β) (hs : 0 < s) (E : ι → ℝ) (i : ι) :
    refEnergy β E s < E i := by
  obtain ⟨j, hj⟩ := exists_ne i
  have h : Real.exp (-(β * s * E i)) < ∑ k, Real.exp (-(β * s * E k)) :=
    Finset.single_lt_sum (f := fun k => Real.exp (-(β * s * E k))) hj
      (Finset.mem_univ i) (Finset.mem_univ j) (Real.exp_pos _)
      (fun k _ _ => (Real.exp_pos _).le)
  rw [← exp_refEnergy hβ hs E] at h
  have h' := Real.exp_lt_exp.mp h
  exact lt_of_mul_lt_mul_left (by linarith) (mul_pos hβ hs).le

/-- For `M ≥ 1` states of equal energy `e` and `β, s > 0`, the reference energy is exactly
`e - ln M / (β s)`. -/
theorem refEnergy_degenerate [Nonempty ι] (hβ : 0 < β) (hs : 0 < s) (e : ℝ) :
    refEnergy β (fun _ : ι => e) s = e - Real.log (Fintype.card ι) / (β * s) := by
  have hM : (0 : ℝ) < Fintype.card ι := by exact_mod_cast Fintype.card_pos
  have h0 : β * s * (1 / (β * s)) = 1 := mul_one_div_cancel (mul_pos hβ hs).ne'
  unfold refEnergy
  rw [Finset.sum_const, Finset.card_univ, nsmul_eq_mul,
    Real.log_mul hM.ne' (Real.exp_pos _).ne', Real.log_exp]
  linear_combination e * h0

/-- For `β, s > 0` and state energies differentiable at the coordinate value `x`, the slope of
the reference energy at `x` is the weighted sum of the slopes of the state energies. -/
theorem hasDerivAt_refEnergy [Nonempty ι] (hβ : 0 < β) (hs : 0 < s) {E : ι → ℝ → ℝ}
    {E' : ι → ℝ} {x : ℝ} (hE : ∀ i, HasDerivAt (E i) (E' i) x) :
    HasDerivAt (fun y => refEnergy β (fun i => E i y) s)
      (∑ i, stateWeight β (fun j => E j x) s i * E' i) x := by
  have hZ : 0 < ∑ i, Real.exp (-(β * s * E i x)) :=
    Finset.sum_pos (fun i _ => Real.exp_pos _) Finset.univ_nonempty
  have h0 : β * s * (1 / (β * s)) = 1 := mul_one_div_cancel (mul_pos hβ hs).ne'
  have hsum : HasDerivAt (fun y => ∑ i, Real.exp (-(β * s * E i y)))
      (∑ i, Real.exp (-(β * s * E i x)) * (-(β * s * E' i))) x :=
    HasDerivAt.fun_sum fun i _ => ((hE i).const_mul (β * s)).fun_neg.exp
  -- chain rule through the logarithm, then compare term by term
  refine ((hsum.log hZ.ne').const_mul (-(1 / (β * s)))).congr_deriv ?_
  simp only [stateWeight]
  rw [Finset.sum_div, Finset.mul_sum]
  refine Finset.sum_congr rfl fun i _ => ?_
  linear_combination
    (Real.exp (-(β * s * E i x)) / (∑ j, Real.exp (-(β * s * E j x))) * E' i) * h0

end

end EnvelopingDistributionSampling
```

```lean
#print axioms EnvelopingDistributionSampling.refEnergy_envelope
#print axioms EnvelopingDistributionSampling.refEnergy_lt
#print axioms EnvelopingDistributionSampling.refEnergy_degenerate
#print axioms EnvelopingDistributionSampling.hasDerivAt_refEnergy
```

```
'EnvelopingDistributionSampling.refEnergy_envelope' depends on axioms: [propext, Classical.choice, Quot.sound]
'EnvelopingDistributionSampling.refEnergy_lt' depends on axioms: [propext, Classical.choice, Quot.sound]
'EnvelopingDistributionSampling.refEnergy_degenerate' depends on axioms: [propext, Classical.choice, Quot.sound]
'EnvelopingDistributionSampling.hasDerivAt_refEnergy' depends on axioms: [propext, Classical.choice, Quot.sound]
```

## From the hand derivation to the Lean proof

**The identity.** `exp_refEnergy` is equation (1). It first shows that the sum is positive, then uses `linear_combination` to cancel \(\beta s\) against its reciprocal, and finally removes the logarithm with `Real.exp_log`. The proofs of the bounds and of monotonicity use this identity to exchange a sum of exponentials for a single exponential. The exponents are then compared with `Real.exp_le_exp`, or with `Real.exp_lt_exp` for the strict bound.

**The bounds.** In `refEnergy_le`, the lemma `Finset.single_le_sum` supplies the comparison of one term with the whole sum. The closing step `le_of_mul_le_mul_left` divides by the positive number \(\beta s\). The strict version `refEnergy_lt` picks a second state `j` and uses `Finset.single_lt_sum` instead.

In `le_refEnergy`, the `calc` block replaces every energy by the minimum, counts \(M\) equal terms, and writes the factor \(M\) as \(e^{\ln M}\). The equality case `refEnergy_degenerate` works directly from the definition, splitting the logarithm of the product \(Me^{-\beta se}\).

**Monotonicity.** The inequality `key` in `refEnergy_mono` is \(e^{-\beta tR(t)}\le e^{-\beta tR(s)}\). The first step of its `calc` block bounds each term by means of `refEnergy_le`, multiplied by the nonnegative number \(\beta(t-s)\). The second step takes the common factor out of the sum, applies the identity at \(s\), and adds the exponents.

**The main theorem.** `refEnergy_envelope` turns the bound by each \(E_i\) into a bound by the minimum with `Finset.le_inf'`. For the limit, it shows that \(\ln M/(\beta s)\) tends to zero and then applies the squeeze theorem. The bounds are available only for positive \(s\), so they enter as statements that hold for all sufficiently large \(s\), which is what `eventually_gt_atTop 0` provides.

**The derivative.** `hasDerivAt_refEnergy` differentiates the sum of exponentials term by term in `hsum`. It then passes through the logarithm, which is allowed because the sum is nonzero. `congr_deriv` leaves the task of showing that the derivative obtained this way equals the weighted sum of slopes. The two sums are compared term by term, and the factors of \(\beta s\) cancel as in the calculation above.
